# A ladder operator that raises the energy of a finite Hermitian matrix is nilpotent, and its adjoint annihilates the ground states

Let $H$ be a finite Hermitian matrix and $Q\neq 0$ a matrix of the same size with

$$[H,Q]=HQ-QH=wQ .$$

Then $w=E'-E$ for two eigenvalues $E,E'$ of $H$, so $w$ is real even if it was introduced as a complex number. If $w>0$, some power of $Q$ vanishes, and $Q^\dagger\psi=0$ for every ground state vector $\psi$ of $H$. If all eigenvalues lie in $[a,b]$, then $Q^k=0$ as soon as $kw>b-a$.

Here $Q$ is the operator that raises the energy when $w>0$. Many texts on excitation operators write $Q^\dagger$ for that operator and $Q$ for its adjoint.

## Spin ladders and orbital excitations in a finite basis

Take a finite lattice model of electrons with $H=H_0+BS_z$, where $H_0$ commutes with the total spin operators $S_\pm$, $B$ is the field strength in energy units, and $\hbar=1$. Then $[H,S_+]=BS_+$, with or without interactions in $H_0$. For $B>0$, every ground state must satisfy $S_-\psi=0$. An exact-diagonalisation code can evaluate $\lVert S_-\psi\rVert$ for its computed ground vector; the result should vanish up to an amount set by the numerical error of that vector, which can be larger than the tolerance on the energy. The matrices must act on a space that contains all the $S_z$ sectors connected by $S_\pm$.

For non-interacting electrons with orbital energies $\varepsilon_p$, the excitation $a_p^\dagger a_q$ obeys the same relation with $w=\varepsilon_p-\varepsilon_q$. With a general two-body interaction it usually does not, and the theorems then don't apply. For $p\neq q$ the square of $a_p^\dagger a_q$ still vanishes, because the operators anticommute, but the adjoint $a_q^\dagger a_p$ need not annihilate the ground state even if $\varepsilon_p>\varepsilon_q$.

## From the commutator to the energy differences

**Real eigenvalues.** Let $Hx=\mu x$ with $x\neq 0$. Letting $H$ act to the right and then to the left gives

$$x^\dagger Hx=\mu\,x^\dagger x,\qquad x^\dagger Hx=\bar\mu\,x^\dagger x .$$

Since $x^\dagger x\neq 0$, $\mu=\bar\mu$.

**The shift.** If $H\varphi=E\varphi$, then

$$HQ\varphi=QH\varphi+wQ\varphi=(E+w)Q\varphi .$$

So $Q\varphi$ is either zero or an eigenvector with eigenvalue $E+w$.

**An actual transition.** The eigenvectors of $H$ contain a basis. A matrix that annihilates a basis is zero, so $Q\varphi\neq 0$ for some eigenvector $\varphi$ in it. Then $E'=E+w$ is an eigenvalue of $H$, hence real, and $w=E'-E$.

**Powers.** The relation $[H,Q^k]=kwQ^k$ holds for $k=0$, because $H$ commutes with the identity. If it holds for $k$, then

$$[H,Q^{k+1}]=[H,Q^k]Q+Q^k[H,Q]=(k+1)wQ^{k+1}.$$

**Nilpotency.** Suppose all eigenvalues lie in $[a,b]$ and $kw>b-a$. If $Q^k$ were nonzero, the previous results would give two eigenvalues that differ by $kw$, which is more than the width of the interval. Hence $Q^k=0$.

Such an interval always exists. For an eigenvector $\varphi$ with energy $E$, choose the component $i$ with the largest $|\varphi_i|$. Then

$$|E|\,|\varphi_i|\le\sum_j|H_{ij}|\,|\varphi_j|\le\Big(\sum_j|H_{ij}|\Big)|\varphi_i| ,$$

so $|E|\le B_H$ with $B_H=\sum_{i,j}|H_{ij}|$. For $w>0$, any integer $k>2B_H/w$ gives $Q^k=0$.

**Ground states.** The adjoint of the commutator relation is $Q^\dagger H-HQ^\dagger=\bar wQ^\dagger$, so $[H,Q^\dagger]=-\bar wQ^\dagger=-wQ^\dagger$. For a ground state $\psi$ with energy $E_0$,

$$HQ^\dagger\psi=(E_0-w)Q^\dagger\psi .$$

If $Q^\dagger\psi$ were nonzero, it would have an energy below $E_0$ when $w>0$. Therefore $Q^\dagger\psi=0$.

## The Lean file for complex matrices of any finite size

```lean
import Mathlib

open Matrix
open scoped ComplexOrder

namespace LadderOperators

variable {n : Type*} [Fintype n] [DecidableEq n]

/-- `Q` is a ladder operator of `H` with energy shift `w`: the commutator `[H, Q]` equals `w Q`. -/
def IsLadder (H Q : Matrix n n ℂ) (w : ℂ) : Prop :=
  H * Q - Q * H = w • Q

/-- The nonzero vector `φ` is an eigenvector of `H` with real energy `E`. -/
def IsEigenpair (H : Matrix n n ℂ) (E : ℝ) (φ : n → ℂ) : Prop :=
  φ ≠ 0 ∧ H *ᵥ φ = (E : ℂ) • φ

/-- `ψ` is a ground state vector of `H` with energy `E`: an eigenvector whose energy is the lowest
among all eigenvectors. -/
def IsGroundState (H : Matrix n n ℂ) (E : ℝ) (ψ : n → ℂ) : Prop :=
  IsEigenpair H E ψ ∧ ∀ E' φ, IsEigenpair H E' φ → E ≤ E'

omit [DecidableEq n] in
/-- An eigenvalue of a Hermitian matrix, belonging to a nonzero vector, equals its real part. -/
theorem eigenvalue_real {H : Matrix n n ℂ} (hH : H.IsHermitian) {μ : ℂ} {x : n → ℂ}
    (hx0 : x ≠ 0) (hx : H *ᵥ x = μ • x) : ((μ.re : ℝ) : ℂ) = μ := by
  -- evaluate the expectation value with `H` acting to the right and to the left
  have h1 : star x ⬝ᵥ (H *ᵥ x) = μ * (star x ⬝ᵥ x) := by
    rw [hx, dotProduct_smul, smul_eq_mul]
  have hl : star x ᵥ* H = star μ • star x := by
    have h := Matrix.star_mulVec H x
    rw [hH.eq, hx, star_smul] at h
    exact h.symm
  have h2 : star x ⬝ᵥ (H *ᵥ x) = star μ * (star x ⬝ᵥ x) := by
    rw [Matrix.dotProduct_mulVec, hl, smul_dotProduct, smul_eq_mul]
  have h3 : star x ⬝ᵥ x ≠ 0 := fun h => hx0 (dotProduct_star_self_eq_zero.1 h)
  exact Complex.conj_eq_iff_re.1 (mul_right_cancel₀ h3 (h2.symm.trans h1))

omit [DecidableEq n] in
/-- If `H ψ = c ψ`, then a ladder operator with shift `w` gives `H (Q ψ) = (c + w) (Q ψ)`. -/
theorem IsLadder.shifts {H Q : Matrix n n ℂ} {w c : ℂ} {ψ : n → ℂ} (h : IsLadder H Q w)
    (hψ : H *ᵥ ψ = c • ψ) : H *ᵥ (Q *ᵥ ψ) = (c + w) • (Q *ᵥ ψ) := by
  have hc : H * Q = Q * H + w • Q := sub_eq_iff_eq_add'.mp h
  rw [Matrix.mulVec_mulVec, hc, Matrix.add_mulVec, ← Matrix.mulVec_mulVec, hψ,
    Matrix.mulVec_smul, Matrix.smul_mulVec, add_smul]

/-- The `k`-th power of a ladder operator with shift `w` is a ladder operator with shift `k w`. -/
theorem IsLadder.pow {H Q : Matrix n n ℂ} {w : ℂ} (h : IsLadder H Q w) (k : ℕ) :
    IsLadder H (Q ^ k) (k * w) := by
  unfold IsLadder at *
  induction k with
  | zero => simp
  | succ k ih =>
    -- the commutator acts as a derivation
    have hd : H * Q ^ (k + 1) - Q ^ (k + 1) * H
        = (H * Q ^ k - Q ^ k * H) * Q + Q ^ k * (H * Q - Q * H) := by
      rw [pow_succ]
      generalize Q ^ k = P
      noncomm_ring
    rw [hd, ih, h, smul_mul_assoc, mul_smul_comm, ← pow_succ, ← add_smul]
    congr 1
    push_cast
    ring

omit [DecidableEq n] in
/-- For Hermitian `H`, the adjoint of a ladder operator with shift `w` is a ladder operator
with shift minus the complex conjugate of `w`. -/
theorem IsLadder.adjoint {H Q : Matrix n n ℂ} {w : ℂ} (h : IsLadder H Q w)
    (hH : H.IsHermitian) : IsLadder H Qᴴ (-star w) := by
  unfold IsLadder at *
  have h' := congrArg Matrix.conjTranspose h
  rw [Matrix.conjTranspose_sub, Matrix.conjTranspose_mul, Matrix.conjTranspose_mul,
    Matrix.conjTranspose_smul, hH.eq] at h'
  rw [neg_smul, ← h', neg_sub]

/-- A nonzero ladder operator of a Hermitian `H` carries some eigenvector of `H` to an
eigenvector, and its shift is the difference of the two energies. -/
theorem exists_transition {H Q : Matrix n n ℂ} {w : ℂ} (hH : H.IsHermitian) (hQ : Q ≠ 0)
    (h : IsLadder H Q w) :
    ∃ (E E' : ℝ) (φ : n → ℂ), IsEigenpair H E φ ∧ IsEigenpair H E' (Q *ᵥ φ) ∧
      w = (E' : ℂ) - E := by
  -- a nonzero matrix cannot annihilate a whole eigenbasis
  have hex : ∃ j, Q *ᵥ (hH.eigenvectorBasis j).ofLp ≠ 0 := by
    by_contra hne
    push Not at hne
    let b := hH.eigenvectorBasis.toBasis.map (WithLp.linearEquiv 2 ℂ (n → ℂ))
    have hz : Q.mulVecLin = 0 := b.ext fun j => by simpa [b] using hne j
    apply hQ
    ext i j
    have hij := congrFun (LinearMap.congr_fun hz (Pi.single j 1)) i
    simpa using hij
  obtain ⟨j, hj⟩ := hex
  have hφ : H *ᵥ (hH.eigenvectorBasis j).ofLp
      = ((hH.eigenvalues j : ℝ) : ℂ) • (hH.eigenvectorBasis j).ofLp := by
    rw [hH.mulVec_eigenvectorBasis j]
    ext i
    simp
  have hs := h.shifts hφ
  have hr := eigenvalue_real hH hj hs
  refine ⟨hH.eigenvalues j, ((hH.eigenvalues j : ℂ) + w).re, (hH.eigenvectorBasis j).ofLp,
    ⟨fun h0 => hj (by rw [h0, Matrix.mulVec_zero]), hφ⟩, ⟨hj, ?_⟩, ?_⟩
  · rw [hr]
    exact hs
  · rw [hr]
    ring

omit [DecidableEq n] in
/-- The real energies of a finite matrix are bounded in absolute value. -/
theorem energies_bounded (H : Matrix n n ℂ) :
    ∃ B : ℝ, ∀ E φ, IsEigenpair H E φ → |E| ≤ B := by
  refine ⟨∑ i, ∑ j, ‖H i j‖, ?_⟩
  rintro E φ ⟨h0, hφ⟩
  obtain ⟨k, hk⟩ := Function.ne_iff.1 h0
  have : Nonempty n := ⟨k⟩
  -- look at the largest component of the eigenvector
  obtain ⟨i, hi⟩ := Finite.exists_max (fun i => ‖φ i‖)
  have hpos : 0 < ‖φ i‖ := (norm_pos_iff.2 hk).trans_le (hi k)
  have h1 : |E| * ‖φ i‖ ≤ (∑ j, ‖H i j‖) * ‖φ i‖ := calc
    |E| * ‖φ i‖ = ‖(H *ᵥ φ) i‖ := by rw [hφ]; simp
    _ = ‖∑ j, H i j * φ j‖ := rfl
    _ ≤ ∑ j, ‖H i j * φ j‖ := norm_sum_le _ _
    _ ≤ ∑ j, ‖H i j‖ * ‖φ i‖ := Finset.sum_le_sum fun j _ => by
        rw [norm_mul]
        exact mul_le_mul_of_nonneg_left (hi j) (norm_nonneg _)
    _ = (∑ j, ‖H i j‖) * ‖φ i‖ := (Finset.sum_mul _ _ _).symm
  exact (le_of_mul_le_mul_right h1 hpos).trans
    (Finset.single_le_sum (f := fun i => ∑ j, ‖H i j‖)
      (fun _ _ => Finset.sum_nonneg fun _ _ => norm_nonneg _) (Finset.mem_univ i))

/-- If all energies of a Hermitian `H` lie between `a` and `b`, and `k` steps of size `w` exceed
the width `b - a`, then the `k`-th power of the ladder operator vanishes. -/
theorem pow_eq_zero_of_width_lt {H Q : Matrix n n ℂ} {w a b : ℝ} {k : ℕ} (hH : H.IsHermitian)
    (h : IsLadder H Q w) (hab : ∀ E φ, IsEigenpair H E φ → a ≤ E ∧ E ≤ b)
    (hk : b - a < k * w) : Q ^ k = 0 := by
  by_contra hne
  obtain ⟨E, E', φ, h1, h2, h3⟩ := exists_transition hH hne (h.pow k)
  have h4 : (k : ℝ) * w = E' - E := by exact_mod_cast h3
  linarith [(hab E φ h1).1, (hab E' _ h2).2]

/-- Let `H` be Hermitian and `Q` nonzero with `[H, Q] = w Q`. Then `w` is a difference of two
energies of `H` and is real; if it is positive, `Q` is nilpotent and its adjoint annihilates
every ground state vector of `H`. -/
theorem ladder_operator {H Q : Matrix n n ℂ} {w : ℂ} (hH : H.IsHermitian) (hQ : Q ≠ 0)
    (h : IsLadder H Q w) :
    (∃ (E E' : ℝ) (φ φ' : n → ℂ), IsEigenpair H E φ ∧ IsEigenpair H E' φ' ∧
      w = (E' : ℂ) - E) ∧
    w.im = 0 ∧
    (0 < w.re → IsNilpotent Q ∧ ∀ E ψ, IsGroundState H E ψ → Qᴴ *ᵥ ψ = 0) := by
  obtain ⟨E, E', φ, h1, h2, hw⟩ := exists_transition hH hQ h
  have hwr : ((w.re : ℝ) : ℂ) = w := by rw [hw]; simp
  have h' : IsLadder H Q ((w.re : ℝ) : ℂ) := by rw [hwr]; exact h
  refine ⟨⟨E, E', φ, _, h1, h2, hw⟩, by rw [hw]; simp, fun hpos => ⟨?_, ?_⟩⟩
  · -- enough steps leave the bounded spectrum
    obtain ⟨B, hB⟩ := energies_bounded H
    obtain ⟨k, hk⟩ := exists_nat_gt ((B - -B) / w.re)
    exact ⟨k, pow_eq_zero_of_width_lt hH h' (fun E φ hE => abs_le.1 (hB E φ hE))
      ((div_lt_iff₀ hpos).1 hk)⟩
  · -- the adjoint would produce an energy below the lowest one
    intro E₀ ψ hψ
    by_contra hne
    have h4 := (h'.adjoint hH).shifts hψ.1.2
    have h5 : IsEigenpair H (E₀ - w.re) (Qᴴ *ᵥ ψ) := by
      refine ⟨hne, ?_⟩
      rw [h4]
      congr 1
      simp [sub_eq_add_neg]
    linarith [hψ.2 _ _ h5]

/-- The three-level Hamiltonian with diagonal entries `-ε, 0, ε` is Hermitian, and the matrix that
moves the first basis vector to the second, the second to the third and the third to zero is a
ladder operator with shift `ε` whose square is nonzero. -/
theorem ladder_operator_witness (ε : ℝ) :
    (!![-(ε : ℂ), 0, 0; 0, 0, 0; 0, 0, (ε : ℂ)]).IsHermitian ∧
    IsLadder !![-(ε : ℂ), 0, 0; 0, 0, 0; 0, 0, (ε : ℂ)] !![0, 0, 0; 1, 0, 0; 0, 1, 0] ε ∧
    (!![0, 0, 0; 1, 0, 0; 0, 1, 0] : Matrix (Fin 3) (Fin 3) ℂ) ^ 2 ≠ 0 := by
  refine ⟨?_, ?_, ?_⟩
  · ext i j
    fin_cases i <;> fin_cases j <;> simp [Matrix.conjTranspose_apply]
  · unfold IsLadder
    ext i j
    fin_cases i <;> fin_cases j <;> simp
  · intro h
    have h20 := congrFun (congrFun h 2) 0
    simp [pow_two, Matrix.mul_apply, Fin.sum_univ_succ] at h20

end LadderOperators
```

```lean
#print axioms LadderOperators.ladder_operator
-- 'LadderOperators.ladder_operator' depends on axioms: [propext, Classical.choice, Quot.sound]
```

## Definitions and lemmas in the file

The index type `n` labels the basis states, and `Matrix n n ℂ` holds the matrices of $H$ and $Q$. `IsLadder H Q w` is the commutator equation with complex `w`. `IsEigenpair H E φ` says that `φ` is nonzero and has the real energy `E`; the vector need not be normalised. `IsGroundState H E ψ` adds that no eigenpair has a lower energy, so degenerate ground states are all included. The notation `Qᴴ` is the conjugate transpose and `*ᵥ` applies a matrix to a vector.

`eigenvalue_real` computes the expectation value in both ways, as `h1` and `h2`, and cancels the nonzero factor `star x ⬝ᵥ x`. `IsLadder.shifts` rewrites $HQ$ as $QH+wQ$ and applies it to the vector. `IsLadder.pow` is the induction over $k$, where `noncomm_ring` checks the product rule for the commutator. `IsLadder.adjoint` takes the conjugate transpose of the defining equation.

`exists_transition` uses Mathlib's `eigenvectorBasis` for a Hermitian matrix. It assumes that $Q$ annihilates each basis vector, concludes that $Q$ is zero as a linear map, and contradicts `hQ`. The two preceding lemmas on eigenvalues and shifts then supply the second energy.

`energies_bounded` is the largest-component estimate. `pow_eq_zero_of_width_lt` applies `exists_transition` to $Q^k$, and `linarith` finds the conflict with the interval.

The main theorem, `ladder_operator`, first obtains the transition and replaces `w` by its real part. It then takes the interval $[-B_H,B_H]$ for nilpotency and applies the shift lemma to `Qᴴ` for the ground states. The condition $w>0$ appears as `0 < w.re`, and `w.im = 0` is a conclusion. The theorem itself states only that two eigenpairs with the right energy difference exist; that $Q$ carries one eigenvector to the other is the content of `exists_transition`.

`ladder_operator_witness` gives a three-level example with energies $-\varepsilon,0,\varepsilon$ and $Q^2\neq0$. For $\varepsilon>0$ two steps equal the spectral width exactly, which shows that the strict inequality in the width condition can't be relaxed to $kw\ge b-a$.

## Exact commutators, orthonormal bases and truncation

The result applies to any pair of finite matrices that satisfies the hypotheses, including Hamiltonians with interactions and degenerate levels. The condition $Q\neq0$ is needed for the statement about $w$, because the zero matrix satisfies the commutator equation with every complex number.

The commutator equation is assumed as an exact identity. It stands for an excitation that adds the same energy to every eigenstate it doesn't annihilate. If a code finds a small residual $HQ-QH-wQ$ instead of zero, the theorems give no estimate of the resulting error in $w$ or in $Q^\dagger\psi$.

The conjugate transpose represents the physical adjoint in an orthonormal basis. With overlapping atomic orbitals, the theorems can be applied as stated after the matrices have been transformed to such a basis.

The step from the operators of a physical system to their matrices remains with the user. A commutator relation that holds in the full Hilbert space may fail after truncation. For a harmonic oscillator cut off at a finite number of levels, the relation for the raising operator survives if $H$ is the diagonal matrix of the exact energies. It fails at the top level if $H$ is assembled from the squares of the truncated position and momentum matrices, as soon as two or more levels are kept. Nilpotency also belongs to the finite matrix: the raising operator of the full oscillator has no vanishing power.
